# An occupied space invariant under time reversal with $\Theta^2=-1$ has even dimension and an antisymmetric unitary sewing matrix

One way to compute the $\mathbb{Z}_2$ index of a time-reversal-invariant insulator includes the following step. At each momentum that time reversal maps to itself, up to a reciprocal lattice vector, one forms the overlaps between the occupied Bloch states and their time-reversed partners, and takes the Pfaffian of the resulting matrix. The step needs that matrix to be antisymmetric, and it needs the Pfaffian to be nonzero, since its phase is used. Antisymmetry follows from the fact that time reversal squares to $-1$. If the occupied space is also invariant, the matrix is unitary, and its Pfaffian is nonzero because the square of the Pfaffian is the determinant.

Take a finite orthonormal basis of $n$ spin orbitals. Time reversal acts on a coefficient vector as $\Theta v = J\bar v$, where the bar is entrywise complex conjugation and $J$ is an $n\times n$ matrix with
$$J^\dagger J = 1,\qquad J^T=-J .$$
These conditions give $J^\dagger=\overline{J^T}=-\bar J$, hence $\Theta^2 v = J\bar J v = -JJ^\dagger v=-v$, the behaviour of a single spin-½ particle. The $k$ occupied orbitals are the columns of an $n\times k$ matrix $C$ with $C^\dagger C=1$, and $P=CC^\dagger$ projects onto the space that they span. The sewing matrix is
$$W = C^\dagger J\bar C,\qquad W_{ij}=\langle c_i|\Theta c_j\rangle .$$

The claim is that if $J\bar PJ^\dagger=P$, then $W$ is unitary and antisymmetric, and $k$ is even.

## From an invariant projector to an even number of orbitals

Collect the reversed orbitals in $T=J\bar C$, so that $W=C^\dagger T$. They are orthonormal:
$$T^\dagger T=\bar C^\dagger J^\dagger J\bar C=\bar C^\dagger\bar C=\overline{C^\dagger C}=1 .$$
The time-reversed projector is the projector onto the reversed orbitals,
$$J\bar PJ^\dagger=J\bar C\,\bar C^\dagger J^\dagger=TT^\dagger ,$$
so invariance says $P=TT^\dagger$. Therefore
$$T=T(T^\dagger T)=PT=CC^\dagger T=CW .$$
The reversed orbitals are combinations of the occupied ones, with $W$ as coefficients. Inserting this into the orthonormality of $T$ gives
$$1=T^\dagger T=W^\dagger C^\dagger CW=W^\dagger W .$$

Antisymmetry needs only the antisymmetry of $J$. Since $\bar C^T=C^\dagger$ and $(C^\dagger)^T=\bar C$,
$$W^T=(C^\dagger J\bar C)^T=C^\dagger J^T\bar C=-W .$$
Taking determinants, $\det W=\det W^T=\det(-W)=(-1)^k\det W$. If $k$ were odd, $\det W$ would vanish, whereas $W^\dagger W=1$ requires $|\det W|^2=1$. So $k$ is even.

Unitarity of $W$ also implies invariance. Let $R=T-CW$ be the part of the reversed orbitals outside the occupied space. With $C^\dagger T=W$ and $T^\dagger C=W^\dagger$,
$$R^\dagger R=T^\dagger T-T^\dagger CW-W^\dagger C^\dagger T+W^\dagger C^\dagger CW=1-1-1+1=0 .$$
The diagonal entries of $R^\dagger R$ are the squared norms of the columns of $R$, so $R=0$ and $T=CW$. Because $W$ is square, $WW^\dagger=1$ as well, and $TT^\dagger=CWW^\dagger C^\dagger=P$.

Finally, replacing $C$ by $CU$ for a $k\times k$ matrix $U$ gives
$$W\;\longrightarrow\;U^\dagger C^\dagger J\bar C\bar U=U^\dagger W\bar U .$$

## Time reversal as a matrix with conjugation

In the Lean file, `n` and `k` are finite types that label the basis functions and the occupied orbitals. The number called $k$ above is `Fintype.card k`.

```lean
import Mathlib

open Matrix
open scoped ComplexOrder

namespace OccupiedKramersPairing

noncomputable section

variable {m n k : Type*} [Fintype n] [DecidableEq n] [Fintype k] [DecidableEq k]
```

Mathlib writes $A^\dagger$ as `Aᴴ` and $A^T$ as `Aᵀ`. Conjugation without transposition gets its own name.

```lean
/-- Entrywise complex conjugate of a matrix. -/
def cconj (A : Matrix m k ℂ) : Matrix m k ℂ := A.map star
```

The projector and the sewing matrix are transcribed directly.

```lean
/-- The matrix `C Cᴴ` built from the occupied orbitals, the columns of `C`. It is the projector onto
their span when they are orthonormal. -/
def occProjector (C : Matrix n k ℂ) : Matrix n n ℂ := C * Cᴴ

/-- The sewing matrix: overlaps of the occupied orbitals with their time-reversed partners. -/
def sewing (J : Matrix n n ℂ) (C : Matrix n k ℂ) : Matrix k k ℂ := Cᴴ * J * cconj C
```

Invariance is a property of an operator `P` relative to `J`. For the occupied projector it stands for a nonmagnetic mean-field solution, one whose density matrix does not break time reversal. It is assumed here and not derived from a Hamiltonian or a self-consistency condition.

```lean
/-- Invariance of an operator `P` under the time reversal `v ↦ J conj(v)`. -/
def TimeReversalInvariant (J P : Matrix n n ℂ) : Prop := J * cconj P * Jᴴ = P
```

Conjugation respects products and, unlike the adjoint, keeps the order of the factors.

```lean
omit [DecidableEq n] in
/-- Complex conjugation of a product of matrices acts on each factor. -/
lemma cconj_mul {l : Type*} (A : Matrix m n ℂ) (B : Matrix n l ℂ) :
    cconj (A * B) = cconj A * cconj B := by
  ext i j
  simp [cconj, Matrix.mul_apply]
```

## Invariance as unitarity of the overlaps

The first theorem is $T^\dagger T=1$. The inner statement `hc` is the conjugate of $C^\dagger C=1$, and the `calc` block brings $J^\dagger J$ together and removes it.

```lean
omit [Fintype k] in
/-- Time reversal maps orthonormal orbitals to orthonormal orbitals. -/
theorem reversed_orthonormal {J : Matrix n n ℂ} {C : Matrix n k ℂ}
    (hJ : Jᴴ * J = 1) (hC : Cᴴ * C = 1) :
    (J * cconj C)ᴴ * (J * cconj C) = 1 := by
  have hc : (cconj C)ᴴ * cconj C = 1 := by
    have h1 : (cconj C)ᴴ = cconj Cᴴ := rfl
    rw [h1, ← cconj_mul, hC]
    ext i j
    by_cases h : i = j <;> simp [cconj, Matrix.one_apply, h]
  calc (J * cconj C)ᴴ * (J * cconj C) = (cconj C)ᴴ * ((Jᴴ * J) * cconj C) := by
        simp only [Matrix.conjTranspose_mul, Matrix.mul_assoc]
    _ = 1 := by rw [hJ, Matrix.one_mul, hc]
```

The residual argument holds for any two orthonormal sets `C` and `T` with the same index type, whether or not time reversal relates them. The equations `hT`, `a1`, `a2` and `a3` evaluate the four terms of $R^\dagger R$, and the last line uses the fact that a matrix with zero Gram matrix is zero.

```lean
omit [DecidableEq n] in
/-- If two orthonormal sets of orbitals have a unitary overlap matrix, the second set is
the first one transformed by that overlap matrix. -/
theorem eq_mul_overlap {C T : Matrix n k ℂ} (hC : Cᴴ * C = 1) (hT : Tᴴ * T = 1)
    (hU : (Cᴴ * T)ᴴ * (Cᴴ * T) = 1) : T = C * (Cᴴ * T) := by
  obtain ⟨W, hW⟩ : ∃ W, W = Cᴴ * T := ⟨_, rfl⟩
  rw [← hW] at hU ⊢
  have e : Tᴴ * C = Wᴴ := by
    rw [hW, Matrix.conjTranspose_mul, Matrix.conjTranspose_conjTranspose]
  have a1 : Tᴴ * (C * W) = 1 := by rw [← Matrix.mul_assoc, e, hU]
  have a2 : Wᴴ * Cᴴ * T = 1 := by rw [Matrix.mul_assoc, ← hW, hU]
  have a3 : Wᴴ * Cᴴ * (C * W) = 1 := by
    calc Wᴴ * Cᴴ * (C * W) = Wᴴ * ((Cᴴ * C) * W) := by simp only [Matrix.mul_assoc]
      _ = 1 := by rw [hC, Matrix.one_mul, hU]
  -- the residual has vanishing Gram matrix
  have h0 : (T - C * W)ᴴ * (T - C * W) = 0 := by
    rw [Matrix.conjTranspose_sub, Matrix.conjTranspose_mul, Matrix.sub_mul,
      Matrix.mul_sub, Matrix.mul_sub, hT, a1, a2, a3]
    simp
  exact sub_eq_zero.mp (Matrix.conjTranspose_mul_self_eq_zero.mp h0)
```

The forward direction starts from $T=CW$. In the proof, `hproj` is $P=TT^\dagger$, and the closing `calc` is the chain $T=T(T^\dagger T)=PT=CW$.

```lean
/-- For unitary `J` and orthonormal occupied orbitals whose projector is time-reversal invariant,
the reversed occupied orbitals are combinations of the occupied ones, with the sewing matrix as
coefficients. -/
theorem reversed_eq_mul_sewing {J : Matrix n n ℂ} {C : Matrix n k ℂ}
    (hJ : Jᴴ * J = 1) (hC : Cᴴ * C = 1)
    (hP : TimeReversalInvariant J (occProjector C)) :
    J * cconj C = C * sewing J C := by
  have hT := reversed_orthonormal hJ hC
  have hproj : occProjector C = (J * cconj C) * (J * cconj C)ᴴ := by
    have h1 : cconj Cᴴ = (cconj C)ᴴ := rfl
    have h2 : J * cconj (C * Cᴴ) * Jᴴ = occProjector C := hP
    rw [← h2, cconj_mul, h1, Matrix.conjTranspose_mul]
    simp only [Matrix.mul_assoc]
  calc J * cconj C = (J * cconj C) * ((J * cconj C)ᴴ * (J * cconj C)) := by
        rw [hT, Matrix.mul_one]
    _ = occProjector C * (J * cconj C) := by
        rw [hproj]
        exact (Matrix.mul_assoc _ _ _).symm
    _ = C * sewing J C := by simp only [occProjector, sewing, Matrix.mul_assoc]
```

The two directions combine into an equivalence: for unitary `J` and orthonormal `C`, the occupied projector is invariant exactly when $W^\dagger W=1$. Antisymmetry of `J` is not among the hypotheses, so the criterion also covers a time reversal with $\Theta^2=+1$. It offers a numerical test of invariance in which the $k\times k$ matrix $W^\dagger W$ is compared with the identity, and the $n\times n$ projector need not be formed. In the second half, `mul_eq_one_comm` turns $W^\dagger W=1$ into $WW^\dagger=1$.

```lean
/-- For unitary `J` and orthonormal occupied orbitals, the occupied projector is time-reversal
invariant exactly when the sewing matrix is unitary. -/
theorem invariant_iff_sewing_unitary {J : Matrix n n ℂ} {C : Matrix n k ℂ}
    (hJ : Jᴴ * J = 1) (hC : Cᴴ * C = 1) :
    TimeReversalInvariant J (occProjector C) ↔ (sewing J C)ᴴ * sewing J C = 1 := by
  have hT := reversed_orthonormal hJ hC
  constructor
  · intro hP
    rw [reversed_eq_mul_sewing hJ hC hP] at hT
    calc (sewing J C)ᴴ * sewing J C = (sewing J C)ᴴ * ((Cᴴ * C) * sewing J C) := by
          rw [hC, Matrix.one_mul]
      _ = (C * sewing J C)ᴴ * (C * sewing J C) := by
          simp only [Matrix.conjTranspose_mul, Matrix.mul_assoc]
      _ = 1 := hT
  · intro hW
    have hs : sewing J C = Cᴴ * (J * cconj C) := Matrix.mul_assoc _ _ _
    have hR : J * cconj C = C * sewing J C := by
      rw [hs] at hW ⊢
      exact eq_mul_overlap hC hT hW
    have hW' : sewing J C * (sewing J C)ᴴ = 1 := mul_eq_one_comm.mp hW
    have h1 : cconj Cᴴ = (cconj C)ᴴ := rfl
    calc J * cconj (C * Cᴴ) * Jᴴ = (J * cconj C) * (J * cconj C)ᴴ := by
          rw [cconj_mul, h1, Matrix.conjTranspose_mul]
          simp only [Matrix.mul_assoc]
      _ = (C * sewing J C) * (C * sewing J C)ᴴ := by rw [hR]
      _ = C * ((sewing J C * (sewing J C)ᴴ) * Cᴴ) := by
          simp only [Matrix.conjTranspose_mul, Matrix.mul_assoc]
      _ = C * Cᴴ := by rw [hW', Matrix.one_mul]
```

## Parity of the occupation from the determinant

The main theorem adds `hA`, the antisymmetry of `J`, and has three conclusions: $W^\dagger W=1$, $W^T=-W$, and an even number of occupied orbitals. Unitarity comes from the equivalence. `hS` transposes the triple product. The remainder supposes that the number of orbitals is odd, obtains $\det W=-\det W$ and hence $\det W=0$, and contradicts the determinant of $W^\dagger W=1$.

```lean
/-- **Kramers pairing of occupied states.** For an antisymmetric unitary `J` and a time-reversal
invariant projector onto the span of orthonormal occupied orbitals, the sewing matrix is unitary and
antisymmetric, and the number of occupied orbitals is even. -/
theorem kramers_pairing {J : Matrix n n ℂ} {C : Matrix n k ℂ}
    (hA : Jᵀ = -J) (hJ : Jᴴ * J = 1) (hC : Cᴴ * C = 1)
    (hP : TimeReversalInvariant J (occProjector C)) :
    (sewing J C)ᴴ * sewing J C = 1 ∧ (sewing J C)ᵀ = -sewing J C ∧
      Even (Fintype.card k) := by
  have hU := (invariant_iff_sewing_unitary hJ hC).mp hP
  have hS : (sewing J C)ᵀ = -sewing J C := by
    have h1 : (cconj C)ᵀ = Cᴴ := rfl
    have h2 : (Cᴴ)ᵀ = cconj C := rfl
    rw [sewing, Matrix.transpose_mul, Matrix.transpose_mul, h1, h2, hA]
    simp only [Matrix.neg_mul, Matrix.mul_neg, Matrix.mul_assoc]
  refine ⟨hU, hS, ?_⟩
  -- in odd dimension an antisymmetric matrix is singular
  by_contra hodd
  have hd : (sewing J C).det = -(sewing J C).det := by
    have h := congrArg Matrix.det hS
    rw [Matrix.det_transpose, Matrix.det_neg,
      (Nat.not_even_iff_odd.mp hodd).neg_one_pow] at h
    linear_combination h
  have h0 : (sewing J C).det = 0 := by linear_combination hd / 2
  have h1 := congrArg Matrix.det hU
  rw [Matrix.det_mul, h0, mul_zero, Matrix.det_one] at h1
  exact zero_ne_one h1
```

For a single Slater determinant in a finite orthonormal basis, this means that an odd number of electrons is incompatible with a time-reversal-invariant density matrix, with or without spin–orbit coupling. A mean-field calculation on a radical with an odd number of electrons, if it occupies whole spinors, therefore breaks the symmetry.

The name of Kramers usually refers to the degeneracy of energy levels, whereas the theorem contains no Hamiltonian and concerns the dimension of an invariant space. The two are close: a one-particle Hamiltonian that commutes with $\Theta$ has invariant eigenspaces, and the argument above, applied to the projector onto one of them, gives an even degeneracy. Nor does the theorem construct orbitals arranged in pairs $(c,\Theta c)$; the pairing that it expresses is the antisymmetric unitary form of $W$. Correlated many-electron states are not covered, and a nonorthogonal atomic-orbital basis has to be orthogonalised first.

When $J$ is real, as it is with the usual choice of the phase of $\Theta$ for spin-½ in a basis of real spatial orbitals times spin up and spin down, its unitarity reduces to orthogonality, $J^TJ=1$. The next theorem takes a real matrix `J` and embeds it in the complex matrices by `J.map Complex.ofRealHom`. Invariance then reads $J\bar PJ^T=P$. The proof checks that adjoint and transpose agree for the embedded matrix, and applies the complex theorem.

```lean
/-- Kramers pairing of occupied states for a real antisymmetric orthogonal `J`. -/
theorem kramers_pairing_real {J : Matrix n n ℝ} {C : Matrix n k ℂ}
    (hA : Jᵀ = -J) (hJ : Jᵀ * J = 1) (hC : Cᴴ * C = 1)
    (hP : J.map Complex.ofRealHom * cconj (C * Cᴴ) * (J.map Complex.ofRealHom)ᵀ = C * Cᴴ) :
    (sewing (J.map Complex.ofRealHom) C)ᴴ * sewing (J.map Complex.ofRealHom) C = 1 ∧
      (sewing (J.map Complex.ofRealHom) C)ᵀ = -sewing (J.map Complex.ofRealHom) C ∧
      Even (Fintype.card k) := by
  have ht : (J.map Complex.ofRealHom)ᴴ = (J.map Complex.ofRealHom)ᵀ := by
    ext i j
    simp
  refine kramers_pairing ?_ ?_ hC ?_
  · ext i j
    have h : J j i = -J i j := congrFun (congrFun hA i) j
    simp [h]
  · have h : (J.map Complex.ofRealHom)ᵀ = Jᵀ.map Complex.ofRealHom := rfl
    rw [ht, h, ← Matrix.map_mul, hJ]
    ext i j
    by_cases hij : i = j <;> simp [Matrix.one_apply, hij]
  · unfold TimeReversalInvariant occProjector
    rw [ht]
    exact hP
```

## A change of occupied orbitals

The transformation rule holds for every square `U`. The physically relevant case is a unitary `U`, which leaves $P$ unchanged. Even then $W$ changes by $U^\dagger W\bar U$ and not by a similarity transformation, because $\Theta$ is antilinear. The eigenvalues of $W$ therefore depend in general on the choice of occupied orbitals, while its unitarity and antisymmetry do not.

```lean
omit [DecidableEq n] [DecidableEq k] in
/-- Under a change `C → C U` of the occupied orbitals the sewing matrix becomes
`Uᴴ W conj(U)`. -/
theorem sewing_gauge (J : Matrix n n ℂ) (C : Matrix n k ℂ) (U : Matrix k k ℂ) :
    sewing J (C * U) = Uᴴ * sewing J C * cconj U := by
  simp only [sewing, cconj_mul, Matrix.conjTranspose_mul, Matrix.mul_assoc]
```

## Four spin orbitals with one pair occupied

A small example satisfies all the hypotheses together. The matrix `pairJ` has two diagonal blocks $\begin{pmatrix}0&1\\-1&0\end{pmatrix}$, one for each spatial orbital with its two spin states.

```lean
/-- Time-reversal matrix of four spin orbitals arranged in two pairs. -/
def pairJ : Matrix (Fin 4) (Fin 4) ℂ :=
  !![0, 1, 0, 0; -1, 0, 0, 0; 0, 0, 0, 1; 0, 0, -1, 0]
```

The occupied orbitals are the two spin states of the first spatial orbital.

```lean
/-- Occupation of the first two of four spin orbitals. -/
def pairC : Matrix (Fin 4) (Fin 2) ℂ := !![1, 0; 0, 1; 0, 0; 0, 0]
```

Here $P=\mathrm{diag}(1,1,0,0)$, and the sewing matrix is the first block of $J$, which is visibly antisymmetric and unitary. Had only the first spin orbital been occupied, $W$ would be the $1\times1$ zero matrix, and time reversal would carry the occupied state into the empty second spin orbital.

The proof compares matrices entry by entry, with `fin_cases` running through the indices.

```lean
/-- Four spin orbitals with the first pair occupied meet all hypotheses of Kramers pairing. -/
theorem kramers_pairing_witness :
    pairJᵀ = -pairJ ∧ pairJᴴ * pairJ = 1 ∧ pairCᴴ * pairC = 1 ∧
      TimeReversalInvariant pairJ (occProjector pairC) := by
  refine ⟨?_, ?_, ?_, ?_⟩
  · ext i j
    fin_cases i <;> fin_cases j <;> simp [pairJ]
  · ext i j
    fin_cases i <;> fin_cases j <;>
      simp [pairJ, Matrix.mul_apply, Fin.sum_univ_succ]
  · ext i j
    fin_cases i <;> fin_cases j <;>
      simp [pairC, Matrix.mul_apply, Fin.sum_univ_succ]
  · unfold TimeReversalInvariant
    ext i j
    -- expand the products into entries before inserting the explicit matrices
    simp only [occProjector, cconj, Matrix.mul_apply, Matrix.map_apply,
      Matrix.conjTranspose_apply, Fin.sum_univ_four, Fin.sum_univ_two]
    fin_cases i <;> fin_cases j <;> simp [pairJ, pairC]

end

end OccupiedKramersPairing
```

```lean
#print axioms OccupiedKramersPairing.invariant_iff_sewing_unitary
#print axioms OccupiedKramersPairing.kramers_pairing_real
#print axioms OccupiedKramersPairing.sewing_gauge
```

```
'OccupiedKramersPairing.invariant_iff_sewing_unitary' depends on axioms: [propext, Classical.choice, Quot.sound]
'OccupiedKramersPairing.kramers_pairing_real' depends on axioms: [propext, Classical.choice, Quot.sound]
'OccupiedKramersPairing.sewing_gauge' depends on axioms: [propext, Classical.choice, Quot.sound]
```
